# The Pauli potential of the two lowest harmonic-oscillator orbitals

## Density, Pauli kinetic energy and Pauli potential

Set \(\hbar=m=1\). Real, singly occupied orbitals \(f_i\) on the line satisfy \(-f_i''/2+vf_i=e_if_i\) in a common potential \(v\). Their density is \(n=\sum_i f_i^2\). Where \(n>0\), define

\[
\tau_P=\frac12\sum_i f_i'^2-\frac{n'^2}{8n},\qquad
v_P=\mu-v+\frac{(\sqrt n)''}{2\sqrt n}.
\]

The first is the orbital kinetic energy density minus its von Weizsäcker part. The second rearranges \(-(\sqrt n)''/2+(v+v_P)\sqrt n=\mu\sqrt n\), so \(v_P\) is what must be added to \(v\) for \(\sqrt n\) to behave as a single orbital of energy \(\mu\), the chemical potential.

Orbital-free density-functional calculations commonly approximate \(v_P\), directly or through the kinetic energy, as a functional of the density; the two lowest oscillator orbitals give an exact reference for two non-interacting fermions of the same spin in one dimension.

## From the orbital equations to \(v_P\)

Differentiate \(n\) twice and insert \(f_i''=2(v-e_i)f_i\):

\[
n'=2\sum_i f_if_i',\qquad n''=2\sum_i f_i'^2+4\Big(vn-\sum_i e_if_i^2\Big).
\]

Since \((\sqrt n)'=n'/(2\sqrt n)\),

\[
\frac{(\sqrt n)''}{2\sqrt n}=\frac{n''}{4n}-\frac{n'^2}{8n^2}
=v-\frac{\sum_i e_if_i^2}{n}+\frac{\tau_P}{n}.
\]

Adding \(\mu-v\) gives

\[
v_P=\frac{\sum_i(\mu-e_i)f_i^2}{n}+\frac{\tau_P}{n}.
\]

By Cauchy-Schwarz, \(n'^2=4(\sum_i f_if_i')^2\le4n\sum_i f_i'^2\), so \(\tau_P\ge0\). If every \(e_i\le\mu\), then \(v_P\ge0\).

The smallest case is one orbital with \(\mu=e\). Then \(n'^2/(8n)=f'^2/2\), so \(\tau_P=0\) and \(v_P=0\) wherever \(f\ne0\): a single orbital without nodes needs no Pauli correction.

## Two oscillator orbitals as a rotating pair

For \(f_0=r\cos\theta\), \(f_1=r\sin\theta\) with \(r\neq0\), we have \(n=r^2\) and \(f_0'^2+f_1'^2=r'^2+r^2\theta'^2\). The von Weizsäcker part is \(r'^2/2\), leaving \(\tau_P=r^2\theta'^2/2\).

Now take \(v=x^2/2\), \(f_0=\pi^{-1/4}e^{-x^2/2}\) and \(f_1=\sqrt2\,xf_0\). From \(f_0'=-xf_0\) and \(f_1'=\sqrt2f_0-xf_1\) follow \(f_0''=(x^2-1)f_0\) and \(f_1''=(x^2-3)f_1\), so the energies are \(1/2\) and \(3/2\). Moreover \(n=f_0^2(1+2x^2)\) and \(f_1/f_0=\sqrt2\,x\). As \(f_0>0\), the polar form holds with \(r=\sqrt n\) and \(\theta=\arctan(\sqrt2\,x)\). Thus

\[
\theta'=\frac{\sqrt2}{1+2x^2},\qquad
\frac{\tau_P}{n}=\frac{\theta'^2}{2}=\frac1{(1+2x^2)^2}.
\]

With \(\mu=3/2\), the highest occupied energy, only \(f_0\) enters the energy term, which is \(f_0^2/n=1/(1+2x^2)\). Therefore

\[
v_P=\frac1{1+2x^2}+\frac1{(1+2x^2)^2}.
\]

## The statement in Lean

The finite type `ι` labels the orbitals, and `density`, `pauliKinetic` and `pauliPotential` transcribe the definitions above. `IsOrbital v e f` requires `f` and its derivative to be differentiable and the Schrödinger equation to hold everywhere. It requires neither normalisation nor orthogonality.

`pauliPotential_eq` holds for any real `μ` at a point of positive density; `pauliPotential_nonneg` adds the hypothesis `e i ≤ μ`. The oscillator theorems hold at every real `x`, with the orbital equations and positive density proved. The potential is defined by inversion, not as a functional derivative of a Pauli energy, and electron interaction can enter only through the common potential `v`.

```lean
import Mathlib

open Real Topology

namespace PauliPotential

noncomputable section

variable {ι : Type*} [Fintype ι]

/-- The density of a finite family of real, singly occupied orbitals on the line. -/
def density (f : ι → ℝ → ℝ) (x : ℝ) : ℝ := ∑ i, f i x ^ 2

/-- The Pauli kinetic energy density: the orbital kinetic energy density minus the
von Weizsäcker one, at points where the density is nonzero. -/
def pauliKinetic (f : ι → ℝ → ℝ) (x : ℝ) : ℝ :=
  (∑ i, deriv (f i) x ^ 2) / 2 - deriv (density f) x ^ 2 / (8 * density f x)

/-- The Pauli potential obtained by inverting the Schrödinger-like equation for `√n` with
external potential `v` and chemical potential `μ`, at points where `n` is positive. -/
def pauliPotential (v : ℝ → ℝ) (μ : ℝ) (n : ℝ → ℝ) (x : ℝ) : ℝ :=
  μ - v x + deriv (deriv (fun y => √(n y))) x / (2 * √(n x))

/-- `f` is a twice differentiable solution of `-f''/2 + v f = e f`. -/
def IsOrbital (v : ℝ → ℝ) (e : ℝ) (f : ℝ → ℝ) : Prop :=
  Differentiable ℝ f ∧ Differentiable ℝ (deriv f) ∧
    ∀ x, -(deriv (deriv f) x) / 2 + v x * f x = e * f x

/-- The density of differentiable orbitals has the derivative `∑ 2 f f'`. -/
theorem density_hasDerivAt {f : ι → ℝ → ℝ} {x : ℝ} (hf : ∀ i, DifferentiableAt ℝ (f i) x) :
    HasDerivAt (density f) (∑ i, 2 * f i x * deriv (f i) x) x := by
  have h : HasDerivAt (fun y => ∑ i, f i y ^ 2) (∑ i, 2 * f i x * deriv (f i) x) x := by
    apply HasDerivAt.fun_sum
    intro i _
    exact ((hf i).hasDerivAt.fun_pow 2).congr_deriv (by norm_num)
  exact h

/-- The von Weizsäcker bound in division-free form, for differentiable orbitals:
`n'² ≤ 4 n ∑ f'²`. -/
theorem weizsacker_bound {f : ι → ℝ → ℝ} {x : ℝ} (hf : ∀ i, DifferentiableAt ℝ (f i) x) :
    deriv (density f) x ^ 2 ≤ 4 * density f x * ∑ i, deriv (f i) x ^ 2 := by
  have cs := Finset.sum_mul_sq_le_sq_mul_sq Finset.univ
    (fun i => f i x) (fun i => deriv (f i) x)
  have h2 : ∑ i, 2 * f i x * deriv (f i) x = 2 * ∑ i, f i x * deriv (f i) x := by
    rw [Finset.mul_sum]
    exact Finset.sum_congr rfl fun i _ => by ring
  rw [(density_hasDerivAt hf).deriv, h2, density]
  nlinarith [cs]

/-- Where the density of orbitals of a common potential is positive, the Pauli potential is
the density-weighted mean of `μ - e i` plus the Pauli kinetic energy per particle. -/
theorem pauliPotential_eq {v : ℝ → ℝ} {e : ι → ℝ} {f : ι → ℝ → ℝ}
    (hf : ∀ i, IsOrbital v (e i) (f i)) (μ : ℝ) {x : ℝ} (hn : 0 < density f x) :
    pauliPotential v μ (density f) x =
      (∑ i, (μ - e i) * f i x ^ 2) / density f x + pauliKinetic f x / density f x := by
  have hD : ∀ y, HasDerivAt (density f) (∑ i, 2 * f i y * deriv (f i) y) y :=
    fun y => density_hasDerivAt fun i => (hf i).1 y
  -- the second derivative of the density, with the orbital equations inserted
  have hD2 : HasDerivAt (fun y => ∑ i, 2 * f i y * deriv (f i) y)
      (2 * (∑ i, deriv (f i) x ^ 2) + 4 * (v x * density f x - ∑ i, e i * f i x ^ 2)) x := by
    have h : HasDerivAt (fun y => ∑ i, 2 * f i y * deriv (f i) y)
        (∑ i, (2 * deriv (f i) x ^ 2 + 4 * (v x * f i x ^ 2 - e i * f i x ^ 2))) x := by
      apply HasDerivAt.fun_sum
      intro i _
      refine ((((hf i).1 x).hasDerivAt.const_mul 2).fun_mul
        ((hf i).2.1 x).hasDerivAt).congr_deriv ?_
      linear_combination (-4 * f i x) * (hf i).2.2 x
    refine h.congr_deriv ?_
    rw [Finset.sum_add_distrib, ← Finset.mul_sum, ← Finset.mul_sum,
      Finset.sum_sub_distrib, ← Finset.mul_sum, density]
  -- the density stays positive near `x`, so `√n` can be differentiated twice
  have hev : deriv (fun y => √(density f y)) =ᶠ[𝓝 x]
      fun y => (∑ i, 2 * f i y * deriv (f i) y) / (2 * √(density f y)) := by
    filter_upwards [Filter.Tendsto.eventually (hD x).continuousAt (lt_mem_nhds hn)] with y hy
    exact ((hD y).sqrt hy.ne').deriv
  have hs : 0 < √(density f x) := Real.sqrt_pos.2 hn
  have h3 := hD2.fun_div (((hD x).sqrt hn.ne').const_mul 2) (by positivity)
  have hE : ∑ i, (μ - e i) * f i x ^ 2 = μ * density f x - ∑ i, e i * f i x ^ 2 := by
    rw [density, Finset.mul_sum, ← Finset.sum_sub_distrib]
    exact Finset.sum_congr rfl fun i _ => by ring
  have key : ∀ s N D T E V : ℝ, 0 < s → N = s ^ 2 →
      μ - V + ((2 * T + 4 * (V * N - E)) * (2 * s) - D * (2 * (D / (2 * s)))) / (2 * s) ^ 2
        / (2 * s) = (μ * N - E) / N + (T / 2 - D ^ 2 / (8 * N)) / N := by
    intro s N D T E V h hN
    subst hN
    field_simp
    ring
  rw [pauliPotential, hev.deriv_eq, h3.deriv, hE, pauliKinetic, (hD x).deriv]
  exact key _ _ _ _ _ _ hs (Real.sq_sqrt hn.le).symm

/-- For orbitals of a common potential, none with energy above `μ`, the Pauli potential is
nonnegative wherever the density of the orbitals is positive. -/
theorem pauliPotential_nonneg {v : ℝ → ℝ} {e : ι → ℝ} {f : ι → ℝ → ℝ}
    (hf : ∀ i, IsOrbital v (e i) (f i)) {μ : ℝ} (hμ : ∀ i, e i ≤ μ) {x : ℝ}
    (hn : 0 < density f x) : 0 ≤ pauliPotential v μ (density f) x := by
  have hk : 0 ≤ pauliKinetic f x := by
    rw [pauliKinetic, sub_nonneg, div_le_iff₀ (by positivity)]
    linarith [weizsacker_bound fun i => (hf i).1 x]
  rw [pauliPotential_eq hf μ hn]
  exact add_nonneg (div_nonneg (Finset.sum_nonneg fun i _ =>
    mul_nonneg (sub_nonneg.2 (hμ i)) (sq_nonneg _)) hn.le) (div_nonneg hk hn.le)

/-- For two orbitals `r cos θ` and `r sin θ` with differentiable `r` and `θ`, the Pauli kinetic
energy density is `r² θ'² / 2` wherever `r` is nonzero. -/
theorem pauliKinetic_polar {r θ : ℝ → ℝ} {x r' θ' : ℝ} (hr : HasDerivAt r r' x)
    (hθ : HasDerivAt θ θ' x) (h0 : r x ≠ 0) :
    pauliKinetic ![fun y => r y * cos (θ y), fun y => r y * sin (θ y)] x =
      r x ^ 2 * θ' ^ 2 / 2 := by
  have hn : density ![fun y => r y * cos (θ y), fun y => r y * sin (θ y)] =
      fun y => r y ^ 2 := by
    funext y
    rw [density, Fin.sum_univ_two]
    show (r y * cos (θ y)) ^ 2 + (r y * sin (θ y)) ^ 2 = r y ^ 2
    linear_combination r y ^ 2 * Real.sin_sq_add_cos_sq (θ y)
  have hd : HasDerivAt (fun y => r y ^ 2) (2 * r x * r') x :=
    (hr.fun_pow 2).congr_deriv (by norm_num)
  have hw : (2 * r x * r') ^ 2 / (8 * r x ^ 2) = r' ^ 2 / 2 := by
    rw [div_eq_iff (by positivity)]
    ring
  rw [pauliKinetic, hn, hd.deriv, hw, Fin.sum_univ_two]
  show (deriv (fun y => r y * cos (θ y)) x ^ 2 + deriv (fun y => r y * sin (θ y)) x ^ 2) / 2
    - r' ^ 2 / 2 = _
  rw [(hr.fun_mul hθ.cos).deriv, (hr.fun_mul hθ.sin).deriv]
  linear_combination (r' ^ 2 + r x ^ 2 * θ' ^ 2) / 2 * Real.sin_sq_add_cos_sq (θ x)

/-- The harmonic potential `x²/2`. -/
def harmonic (x : ℝ) : ℝ := x ^ 2 / 2

/-- The oscillator orbital `f0 = π^(-1/4) exp(-x²/2)`. -/
def ground (x : ℝ) : ℝ := π ^ (-(1 / 4) : ℝ) * exp (-x ^ 2 / 2)

/-- The oscillator orbital `f1 = √2 x f0`. -/
def excited (x : ℝ) : ℝ := √2 * x * ground x

/-- The pair of oscillator orbitals `f0`, `f1`. -/
def oscillator : Fin 2 → ℝ → ℝ := ![ground, excited]

/-- The mixing angle `θ = arctan(√2 x)`. -/
def angle (x : ℝ) : ℝ := arctan (√2 * x)

/-- The orbitals `f0` and `f1` solve the Schrödinger equation of the harmonic potential with
energies `1/2` and `3/2`. -/
theorem oscillator_isOrbital (i : Fin 2) :
    IsOrbital harmonic ((![1 / 2, 3 / 2] : Fin 2 → ℝ) i) (oscillator i) := by
  have hg : ∀ x, HasDerivAt ground (-x * ground x) x := by
    intro x
    have h : HasDerivAt (fun y : ℝ => -y ^ 2 / 2) (-x) x :=
      (((hasDerivAt_id' x).fun_pow 2).fun_neg.div_const 2).congr_deriv (by norm_num; ring)
    have h' := h.exp.const_mul (π ^ (-(1 / 4) : ℝ))
    exact h'.congr_deriv (by unfold ground; ring)
  have he : ∀ x, HasDerivAt excited (√2 * ground x - x * excited x) x := by
    intro x
    have h := ((hasDerivAt_id' x).const_mul √2).fun_mul (hg x)
    exact h.congr_deriv (by unfold excited; ring)
  have hg2 := fun x => (hasDerivAt_id' x).fun_neg.fun_mul (hg x)
  have he2 := fun x => ((hg x).const_mul √2).fun_sub ((hasDerivAt_id' x).fun_mul (he x))
  have dg : deriv ground = fun y => -y * ground y := funext fun y => (hg y).deriv
  have de : deriv excited = fun y => √2 * ground y - y * excited y :=
    funext fun y => (he y).deriv
  have h0 : IsOrbital harmonic (1 / 2) ground := by
    refine ⟨fun x => (hg x).differentiableAt, ?_, fun x => ?_⟩
    · rw [dg]
      exact fun x => (hg2 x).differentiableAt
    · rw [dg, (hg2 x).deriv, harmonic]
      ring
  have h1 : IsOrbital harmonic (3 / 2) excited := by
    refine ⟨fun x => (he x).differentiableAt, ?_, fun x => ?_⟩
    · rw [de]
      exact fun x => (he2 x).differentiableAt
    · rw [de, (he2 x).deriv, harmonic, excited]
      ring
  revert i
  exact Fin.forall_fin_two.2 ⟨h0, h1⟩

/-- The oscillator density is `f0² (1 + 2x²)`, and it is positive everywhere. -/
theorem oscillator_density (x : ℝ) :
    density oscillator x = ground x ^ 2 * (1 + 2 * x ^ 2) ∧ 0 < density oscillator x := by
  have h : density oscillator x = ground x ^ 2 * (1 + 2 * x ^ 2) := by
    rw [density, Fin.sum_univ_two]
    show ground x ^ 2 + (√2 * x * ground x) ^ 2 = _
    linear_combination x ^ 2 * ground x ^ 2 * Real.sq_sqrt (zero_le_two : (0 : ℝ) ≤ 2)
  have hg : 0 < ground x := by unfold ground; positivity
  exact ⟨h, by rw [h]; positivity⟩

/-- The oscillator orbitals are `f0 = √n cos θ` and `f1 = √n sin θ`. -/
theorem oscillator_polar (x : ℝ) :
    ground x = √(density oscillator x) * cos (angle x) ∧
      excited x = √(density oscillator x) * sin (angle x) := by
  have hg : 0 < ground x := by unfold ground; positivity
  have hs : √(1 + 2 * x ^ 2) ≠ 0 := (Real.sqrt_pos.2 (by positivity)).ne'
  rw [(oscillator_density x).1, Real.sqrt_mul (sq_nonneg _), Real.sqrt_sq hg.le, angle,
    Real.cos_arctan, Real.sin_arctan, mul_pow, Real.sq_sqrt zero_le_two, excited]
  generalize √(1 + 2 * x ^ 2) = s at hs
  constructor <;> field_simp

/-- For the two oscillator orbitals the Pauli kinetic energy density is `n θ'² / 2`. -/
theorem oscillator_pauliKinetic (x : ℝ) :
    pauliKinetic oscillator x = density oscillator x * deriv angle x ^ 2 / 2 := by
  have hn := (oscillator_density x).2
  have hr := (density_hasDerivAt fun i => (oscillator_isOrbital i).1 x).sqrt hn.ne'
  have hθ : DifferentiableAt ℝ angle x :=
    ((hasDerivAt_id' x).const_mul √2).arctan.differentiableAt
  have hp : oscillator = ![fun y => √(density oscillator y) * cos (angle y),
      fun y => √(density oscillator y) * sin (angle y)] := by
    funext i
    revert i
    exact Fin.forall_fin_two.2
      ⟨funext fun y => (oscillator_polar y).1, funext fun y => (oscillator_polar y).2⟩
  calc pauliKinetic oscillator x
      = pauliKinetic ![fun y => √(density oscillator y) * cos (angle y),
          fun y => √(density oscillator y) * sin (angle y)] x :=
        congrArg (fun F => pauliKinetic F x) hp
    _ = √(density oscillator x) ^ 2 * deriv angle x ^ 2 / 2 :=
        pauliKinetic_polar hr hθ.hasDerivAt (Real.sqrt_pos.2 hn).ne'
    _ = _ := by rw [Real.sq_sqrt hn.le]

/-- The Pauli potential of the two oscillator orbitals, with `μ = 3/2`, is
`1/(1+2x²) + 1/(1+2x²)²`. -/
theorem oscillator_pauliPotential (x : ℝ) :
    pauliPotential harmonic (3 / 2) (density oscillator) x =
      1 / (1 + 2 * x ^ 2) + 1 / (1 + 2 * x ^ 2) ^ 2 := by
  have hg : ground x ≠ 0 := by unfold ground; positivity
  have ha : 1 + 2 * x ^ 2 ≠ 0 := by positivity
  have hθ : deriv angle x = √2 / (1 + 2 * x ^ 2) := by
    have h : HasDerivAt angle _ x := ((hasDerivAt_id' x).const_mul √2).arctan
    rw [h.deriv, mul_pow, Real.sq_sqrt zero_le_two]
    ring
  -- only the lower orbital contributes to the energy term
  have hs : ∑ i, (3 / 2 - (![1 / 2, 3 / 2] : Fin 2 → ℝ) i) * oscillator i x ^ 2 =
      ground x ^ 2 := by
    rw [Fin.sum_univ_two]
    show (3 / 2 - 1 / 2) * ground x ^ 2 + (3 / 2 - 3 / 2) * excited x ^ 2 = ground x ^ 2
    ring
  rw [pauliPotential_eq oscillator_isOrbital (3 / 2) (oscillator_density x).2, hs,
    oscillator_pauliKinetic, hθ, (oscillator_density x).1, div_pow, Real.sq_sqrt zero_le_two]
  generalize 1 + 2 * x ^ 2 = a at ha
  field_simp

end

end PauliPotential
```

```lean
#print axioms PauliPotential.pauliPotential_nonneg
#print axioms PauliPotential.oscillator_pauliPotential
```

```
'PauliPotential.pauliPotential_nonneg' depends on axioms: [propext, Classical.choice, Quot.sound]
'PauliPotential.oscillator_pauliPotential' depends on axioms: [propext, Classical.choice, Quot.sound]
```

## The proof, and a derivative that needs a neighbourhood

`density_hasDerivAt` supplies \(n'\), and `weizsacker_bound` applies Cauchy-Schwarz. In `pauliPotential_eq`, `hD2` computes \(n''\); its `linear_combination` inserts each orbital equation. The final algebra is `key`, where `s` stands for \(\sqrt n\) and `N` for \(n\). `pauliPotential_nonneg` then adds two nonnegative terms.

The proof turns on `hev`. To differentiate \((\sqrt n)'\) at \(x\), its formula must be known near \(x\), not just at \(x\), while positivity is assumed only there. Continuity of \(n\) extends positivity to nearby points, and `filter_upwards` turns this into an equality `=ᶠ[𝓝 x]`, meaning equality on some neighbourhood of \(x\). `hev.deriv_eq` then replaces one function by the other inside the outer derivative.

`pauliKinetic_polar` is the rotating-pair calculation. `oscillator_isOrbital` checks both eigenvalue equations, `oscillator_density` gives \(n\) and its positivity, and `oscillator_polar` identifies the angle. These yield `oscillator_pauliKinetic`; `oscillator_pauliPotential` substitutes it, together with \(\theta'\) and the energy term, into the general formula.
